# Overlap 2/2ⁿ between the normalised Kekulé states of a ring of 2n spins one half, with singlets oriented from odd to even sites

On a finite ring of 2n spins one half, with n ≥ 1, each odd site is paired with an even site in a normalised singlet, and a shift `d` fixes the pairing. The theorem `covering_overlaps` states that the product state has norm one for every `d`, and that the states with `d = 0` and `d = 1`, which for n ≥ 2 are the two Kekulé structures, have inner product 2/2ⁿ in either order. The proof sums over the even spins first, which leaves a sum over configurations of the odd spins, with a factor 1/2 for each even site whose partners in the two coverings have equal spins, and zero if any such pair differs. For the overlap of the two structures only the all-up and all-down configurations of the odd spins survive, and each contributes 1/2ⁿ.

This version doesn't compile in Lean 4 with Mathlib:

```lean
import Mathlib

open Matrix Finset

set_option maxHeartbeats 60000

namespace KekuleResonance

noncomputable section

/-- A state of spins one half on the sites `S`: an amplitude for each configuration (`true` is up). -/
abbrev State (S : Type) := (S → Bool) → ℂ

/-- For `n ≥ 1`, the ring of `2n` sites in the order odd 0, even 0, odd 1, even 1, ...; `inl k` is
the odd site and `inr k` the even site number `k`. -/
abbrev Sites (n : ℕ) := ZMod n ⊕ ZMod n

/-- Amplitudes of the normalised two-spin singlet. -/
def singlet (a b : Bool) : ℂ :=
  if a = b then 0 else if a = true then (((√2)⁻¹ : ℝ) : ℂ) else -(((√2)⁻¹ : ℝ) : ℂ)

variable {n : ℕ} [NeZero n]

/-- The product of singlets oriented from odd site `k + d` to even site `k`; for `n ≥ 2`, `d = 0`
and `d = 1` are the two Kekulé structures. -/
def covering (d : ZMod n) : State (Sites n) :=
  fun c => ∏ k : ZMod n, singlet (c (Sum.inl (k + d))) (c (Sum.inr k))

/-- The Kekulé structures are normalised and their overlap is `2 / 2^n`. -/
theorem covering_overlaps : (∀ d : ZMod n, star (covering d) ⬝ᵥ covering d = 1) ∧
    star (covering (0 : ZMod n)) ⬝ᵥ covering 1 = 2 / 2 ^ n ∧
    star (covering (1 : ZMod n)) ⬝ᵥ covering 0 = 2 / 2 ^ n := by
  have hs : ∀ a b, ∑ t, star (singlet a t) * singlet b t = if a = b then (1 / 2 : ℂ) else 0 := by
    intro a b
    have h2 : (((√2)⁻¹ : ℝ) : ℂ) * (((√2)⁻¹ : ℝ) : ℂ) = 1 / 2 := by
      rw [← Complex.ofReal_mul, ← mul_inv, Real.mul_self_sqrt (by norm_num)]; norm_num
    have h3 : star (((√2)⁻¹ : ℝ) : ℂ) = (((√2)⁻¹ : ℝ) : ℂ) := Complex.conj_ofReal _
    cases a <;> cases b <;>
      simp only [singlet, Fintype.sum_bool, reduceCtorEq, ↓reduceIte, star_neg, star_zero, h3,
        neg_mul_neg, h2, mul_zero, zero_mul, add_zero, zero_add]
  -- sum over the even spins first
  have ho : ∀ d d' : ZMod n, star (covering d) ⬝ᵥ covering d' =
      ∑ σ : ZMod n → Bool, ∏ k : ZMod n, if σ (k + d) = σ (k + d') then (1 / 2 : ℂ) else 0 := by
    intro d d'
    simp only [dotProduct, Pi.star_apply]
    rw [← Equiv.sum_comp (Equiv.sumArrowEquivProdArrow (ZMod n) (ZMod n) Bool).symm,
      Fintype.sum_prod_type]
    refine sum_congr rfl fun σ _ => ?_
    have he : ∀ τ : ZMod n → Bool,
        (Equiv.sumArrowEquivProdArrow (ZMod n) (ZMod n) Bool).symm (σ, τ) = Sum.elim σ τ :=
      fun _ => rfl
    simp only [← hs]
    rw [prod_univ_sum, Fintype.piFinset_univ]
    refine sum_congr rfl fun τ _ => ?_
    simp only [covering, he, Sum.elim_inl, Sum.elim_inr]
    rw [star_prod, ← prod_mul_distrib]
  have h01 : star (covering (0 : ZMod n)) ⬝ᵥ covering 1 = 2 / 2 ^ n := by
    have hne : (fun _ : ZMod n => true) ≠ (fun _ : ZMod n => false) :=
      fun h => Bool.true_eq_false_eq_False.mp (congrFun h 0)
    rw [ho, Fintype.sum_eq_add (fun _ : ZMod n => true) (fun _ : ZMod n => false) hne]
    · simp only [↓reduceIte, prod_const, card_univ, ZMod.card, one_div, inv_pow]
      ring
    · -- only the two Néel configurations survive
      rintro σ ⟨ht, hf⟩
      by_contra hp
      have hstep : ∀ k, σ (k + 1) = σ k := by
        intro k
        by_contra hk
        refine hp (prod_eq_zero (mem_univ k) (if_neg fun e => hk ?_))
        rw [← e, add_zero]
      have hm : ∀ m : ℕ, σ (m : ZMod n) = σ 0 := by
        intro m
        induction m with
        | zero => rw [Nat.cast_zero]
        | succ m ih => rw [Nat.cast_add, Nat.cast_one, hstep, ih]
      have hc : ∀ k, σ k = σ 0 := fun k => by
        have t := hm k.val
        rwa [ZMod.natCast_zmod_val] at t
      cases h0 : σ 0
      · exact hf (funext fun k => (hc k).trans h0)
      · exact ht (funext fun k => (hc k).trans h0)
  refine ⟨fun d => ?_, h01, ?_⟩
  · rw [ho]
    simp only [↓reduceIte, prod_const, sum_const, card_univ, ZMod.card, Fintype.card_fun,
      Fintype.card_bool, nsmul_eq_mul, Nat.cast_pow, Nat.cast_ofNat]
    rw [← mul_pow, mul_one_div_cancel (two_ne_zero : (2 : ℂ) ≠ 0), one_pow]
  · rw [← h01, ho 1 0, ho 0 1]
    exact sum_congr rfl fun σ _ => prod_congr rfl fun k _ => if_congr eq_comm rfl rfl

end

end KekuleResonance
```

Messages:

```
Main.lean:59:15: error(lean.unknownIdentifier): Unknown constant `Bool.true_eq_false_eq_False.mp`
```

Fix (accepted with no message):

```diff
@@ -57,5 +57,5 @@
   have h01 : star (covering (0 : ZMod n)) ⬝ᵥ covering 1 = 2 / 2 ^ n := by
     have hne : (fun _ : ZMod n => true) ≠ (fun _ : ZMod n => false) :=
-      fun h => Bool.true_eq_false_eq_False.mp (congrFun h 0)
+      fun h => Bool.true_eq_false_eq_False (congrFun h 0)
     rw [ho, Fintype.sum_eq_add (fun _ : ZMod n => true) (fun _ : ZMod n => false) hne]
     · simp only [↓reduceIte, prod_const, card_univ, ZMod.card, one_div, inv_pow]
```

What went wrong. The error lies in the small step `hne`, which says that the all-up and all-down configurations of the odd spins are different. Lean reports that it knows no constant `Bool.true_eq_false_eq_False.mp`.

The name `Bool.true_eq_false_eq_False` reads like an equality between the proposition `true = false` and `False`, and from such an equality `.mp` would give the forward implication. The lemma is in fact the negation `¬ true = false`, which in Lean is already a function from a proof of `true = false` to `False`. There is no implication left for `.mp` to extract.

The repair drops `.mp` and applies the lemma directly. If `h` says that the two configurations are equal, `congrFun h 0` evaluates both at site 0 and gives `true = false`, and the lemma turns this into the `False` that `≠` requires.
